# In a Common Local Potential in a Sphere, Nodeless Levels Rise with Angular Momentum

Put an s state and a p state in the same potential $V(r)$ inside a hard-walled sphere of radius $R$. Let $u$ and $v$ be their radial functions (radius times radial wavefunction), both positive inside and zero at $r=0$ and $r=R$. In atomic units

$$u''=2(V-E_s)\,u,\qquad v''=\Big[\frac{2}{r^2}+2(V-E_p)\Big]v .$$

The Wronskian $W=uv'-u'v$ has derivative

$$W'=uv''-u''v=\Big[\frac{2}{r^2}-2(E_p-E_s)\Big]uv ,$$

and the potential has cancelled. Since $W$ vanishes at both ends, Rolle's theorem gives a radius $c$ inside with $W'(c)=0$. There $uv>0$, so the bracket is zero:

$$E_p-E_s=\frac{1}{c^2}>\frac{1}{R^2}.$$

## Any two channels

Let $u$ have angular momentum $l$, energy $E$ and potential $V_l$, and let $v$ have $l'>l$, $E'$ and $V_{l'}$. Write $G=l'(l'+1)-l(l+1)=(l'-l)(l'+l+1)>0$. Then

$$W'=\Big[2(V_{l'}-V_l)+\frac{G}{r^2}-2(E'-E)\Big]uv ,$$

and the same argument gives, at some $c$ with $0<c<R$,

$$E'-E=V_{l'}(c)-V_l(c)+\frac{G}{2c^2}.$$

If the potentials agree, $E'-E>G/(2R^2)>0$. If instead $E'\le E$, then $V_l(c)-V_{l'}(c)\ge G/(2c^2)>G/(2R^2)$: the higher channel needs a deeper potential somewhere.

This bears on pseudopotentials, whose valence states are commonly nodeless. Within this confined one-electron model, no single local potential puts a nodeless d level below a nodeless s level; a potential that depends on $l$ can.

## An s and a p level in numbers

Take $R=1$, $g=e^{-11r^2/12}$ and

$$V=\frac{2}{3(1-r^2)}+\frac{121}{72}r^2,\quad u=r(1-r^2)g,\quad v=r^2(1-r^2)(3-r^2)g .$$

These unnormalised functions solve the radial equations with $E_s=77/12$ and $E_p=143/12$. The spacing is $11/2$ hartree, above the bound of $1$, and the formula predicts $c^2=2/11$, so $c\approx0.43$.

To check this, note that $v/u=r(3-r^2)$, so $W=u^2(v/u)'=3r^2(1-r^2)^3g^2$. Setting $rW'/W=0$ gives

$$2-\frac{6r^2}{1-r^2}-\frac{11}{3}r^2=0 .$$

At $r^2=2/11$ the left side is $2-\tfrac43-\tfrac23=0$.

## Radial states in Lean

```lean
import Mathlib

open Set

namespace LocalPseudopotentialOrdering

noncomputable section
```

The structure below collects the conditions on one state. The slope $u'$ is a separate function `du`, and `HasDerivAt` says that the derivative exists and has the given value. `Icc 0 R` is the closed interval and `Ioo 0 R` the open one. The potential may be any real function for which the radial equation holds at every radius inside; this excludes a potential with a jump, such as a finite square well whose edge lies inside the sphere. No normalisation is required.

The field `wall` stands for hard confinement. A free atom, whose states decay at infinity, would need a separate limiting argument.

```lean
/-- A nodeless radial state `u` with slope `du`, angular momentum `l` and energy `E` in the
potential `V` (atomic units): it is C¹ on `[0, R]`, solves the radial equation and is positive
on `(0, R)`, and vanishes at `0` and `R`. -/
structure IsNodelessState (V : ℝ → ℝ) (l : ℕ) (E R : ℝ) (u du : ℝ → ℝ) : Prop where
  cont : ContinuousOn u (Icc 0 R)
  cont_slope : ContinuousOn du (Icc 0 R)
  slope : ∀ r ∈ Ioo 0 R, HasDerivAt u (du r) r
  radial : ∀ r ∈ Ioo 0 R,
    HasDerivAt du (((l : ℝ) * (l + 1) / r ^ 2 + 2 * (V r - E)) * u r) r
  origin : u 0 = 0
  wall : u R = 0
  pos : ∀ r ∈ Ioo 0 R, 0 < u r

/-- The Wronskian `u v' - u' v` of two radial functions with slopes `du` and `dv`. -/
def wronskian (u du v dv : ℝ → ℝ) (r : ℝ) : ℝ := u r * dv r - du r * v r
```

`centrifugalGap` is the number $G$, not an energy; the centrifugal energies of the two channels at radius $r$ differ by $G/(2r^2)$.

```lean
/-- The difference `l'(l'+1) - l(l+1)` of the centrifugal strengths of two channels. -/
def centrifugalGap (l l' : ℕ) : ℝ := (l' : ℝ) * (l' + 1) - (l : ℝ) * (l + 1)
```

## From the Wronskian to the level spacing

In Lean, `V'` names the second channel's potential $V_{l'}$, not a derivative. The product rule is applied to both terms of $W$, and `ring` cancels $u'v'$ and collects the rest.

```lean
variable {V V' u du v dv : ℝ → ℝ} {l l' : ℕ} {E E' R : ℝ}

/-- Inside the sphere, the Wronskian of two nodeless states changes at a rate set by the
differences of their potentials, centrifugal terms and energies. -/
theorem hasDerivAt_wronskian (hu : IsNodelessState V l E R u du)
    (hv : IsNodelessState V' l' E' R v dv) {r : ℝ} (hr : r ∈ Ioo 0 R) :
    HasDerivAt (wronskian u du v dv)
      ((2 * (V' r - V r) + centrifugalGap l l' / r ^ 2 - 2 * (E' - E)) * (u r * v r)) r := by
  have h := ((hu.slope r hr).fun_mul (hv.radial r hr)).fun_sub
    ((hu.radial r hr).fun_mul (hv.slope r hr))
  exact h.congr_deriv (by unfold centrifugalGap; ring)
```

Next, `hcont` and `hends` supply the continuity and the equal end values for Rolle's theorem, the previous theorem supplies the derivative, and `hne` allows division by $u(c)v(c)$.

```lean
/-- For two nodeless states in a sphere of radius `R > 0`, each with its own potential, the
level spacing equals the difference of the effective potentials at some radius inside. -/
theorem level_spacing_eq (hR : 0 < R) (hu : IsNodelessState V l E R u du)
    (hv : IsNodelessState V' l' E' R v dv) :
    ∃ c ∈ Ioo 0 R, E' - E = V' c - V c + centrifugalGap l l' / (2 * c ^ 2) := by
  have hcont : ContinuousOn (wronskian u du v dv) (Icc 0 R) :=
    (hu.cont.mul hv.cont_slope).sub (hu.cont_slope.mul hv.cont)
  have hends : wronskian u du v dv 0 = wronskian u du v dv R := by
    simp [wronskian, hu.origin, hv.origin, hu.wall, hv.wall]
  -- Rolle's theorem: the Wronskian is stationary somewhere inside
  obtain ⟨c, hc, h⟩ := exists_hasDerivAt_eq_zero hR hcont hends
    (fun r hr => hasDerivAt_wronskian hu hv hr)
  refine ⟨c, hc, ?_⟩
  -- neither state has a node at that radius
  have hne : u c * v c ≠ 0 := (mul_pos (hu.pos c hc) (hv.pos c hc)).ne'
  have h0 := (mul_eq_zero.mp h).resolve_right hne
  have h2 : centrifugalGap l l' / (2 * c ^ 2) = centrifugalGap l l' / c ^ 2 / 2 := by ring
  rw [h2]
  linarith
```

Two inequalities remain: $G>0$, from the factorisation above, and $G/(2R^2)<G/(2c^2)$, from $c<R$.

```lean
/-- The centrifugal strength grows with angular momentum. -/
theorem centrifugalGap_pos (hl : l < l') : 0 < centrifugalGap l l' := by
  have h1 : (l : ℝ) < l' := by exact_mod_cast hl
  have h2 : (0 : ℝ) ≤ l := Nat.cast_nonneg l
  have h3 : (0 : ℝ) < (l' : ℝ) + l + 1 := by linarith
  unfold centrifugalGap
  nlinarith [mul_pos (sub_pos.mpr h1) h3]

/-- For `l < l'`, the centrifugal difference at a radius inside the sphere exceeds its value at
the boundary. -/
theorem centrifugal_boundary_lt (hl : l < l') {c : ℝ} (hc : c ∈ Ioo 0 R) :
    centrifugalGap l l' / (2 * R ^ 2) < centrifugalGap l l' / (2 * c ^ 2) := by
  have hc0 : 0 < c := hc.1
  have hcR : c < R := hc.2
  exact div_lt_div_of_pos_left (centrifugalGap_pos hl) (by positivity) (by nlinarith)
```

## Ordering and inversion

With one potential for both states, the terms in $V$ cancel in the spacing identity. This leaves the quantitative gap, and the ordering follows.

```lean
/-- In a common local potential, nodeless states with `l < l'` in a sphere of radius `R > 0` are
separated by more than the centrifugal difference at the boundary. -/
theorem level_spacing_gt (hR : 0 < R) (hl : l < l') (hu : IsNodelessState V l E R u du)
    (hv : IsNodelessState V l' E' R v dv) :
    centrifugalGap l l' / (2 * R ^ 2) < E' - E := by
  obtain ⟨c, hc, h⟩ := level_spacing_eq hR hu hv
  linarith [centrifugal_boundary_lt hl hc]

/-- In a common local potential, of two nodeless states in a sphere of radius `R > 0` the one
with the higher angular momentum has the higher energy. -/
theorem nodeless_level_ordering (hR : 0 < R) (hl : l < l')
    (hu : IsNodelessState V l E R u du) (hv : IsNodelessState V l' E' R v dv) : E < E' := by
  have h1 := level_spacing_gt hR hl hu hv
  have h2 : 0 < centrifugalGap l l' / (2 * R ^ 2) :=
    div_pos (centrifugalGap_pos hl) (by positivity)
  linarith
```

With two potentials, the same identity is read in the other direction.

```lean
/-- If a nodeless level of higher angular momentum lies at or below one of lower angular momentum
in a sphere of radius `R > 0`, its potential is somewhere deeper than the other one by more than
the centrifugal difference at the boundary. -/
theorem inverted_levels_need_nonlocality (hR : 0 < R) (hl : l < l')
    (hu : IsNodelessState V l E R u du) (hv : IsNodelessState V' l' E' R v dv)
    (hE : E' ≤ E) :
    ∃ r ∈ Ioo 0 R, centrifugalGap l l' / (2 * R ^ 2) < V r - V' r := by
  obtain ⟨c, hc, h⟩ := level_spacing_eq hR hu hv
  exact ⟨c, hc, by linarith [centrifugal_boundary_lt hl hc]⟩
```

## The explicit pair

The numerical example is also verified, so the ordering theorem applies to an actual pair of states. Its potential diverges at the wall, where the radial equation is not imposed.

```lean
/-- The Gaussian envelope `exp(-11 r² / 12)`. -/
def envelope (r : ℝ) : ℝ := Real.exp (-(11 / 12) * r ^ 2)

/-- A local potential inside the unit sphere, meant for `0 ≤ r < 1`. -/
def modelPotential (r : ℝ) : ℝ := 2 / (3 * (1 - r ^ 2)) + 121 / 72 * r ^ 2
```

A product rule for the Gaussian factor reduces each differentiation to a polynomial one.

```lean
/-- The product rule for a function multiplied by the Gaussian envelope. -/
theorem hasDerivAt_mul_envelope {p : ℝ → ℝ} {p' r : ℝ} (hp : HasDerivAt p p' r) :
    HasDerivAt (fun x => p x * envelope x) ((p' - 11 / 6 * r * p r) * envelope r) r := by
  have he : HasDerivAt envelope (envelope r * (-(11 / 12) * (2 * r))) r :=
    (((hasDerivAt_pow 2 r).const_mul (-(11 / 12) : ℝ)).exp).congr_deriv
      (by unfold envelope; ring)
  exact (hp.fun_mul he).congr_deriv (by ring)
```

For each state, the proof checks the slope and then the radial equation, where `field_simp` clears the denominators $r^2$ and $1-r^2$. Positivity follows from the factorised forms of $u$ and $v$.

```lean
/-- In the model potential on the unit sphere, an explicit s state at energy `77/12` and an
explicit p state at energy `143/12` are both nodeless. -/
theorem nodeless_states_witness :
    IsNodelessState modelPotential 0 (77 / 12) 1
      (fun r => (r - r ^ 3) * envelope r)
      (fun r => (1 - 29 / 6 * r ^ 2 + 11 / 6 * r ^ 4) * envelope r) ∧
    IsNodelessState modelPotential 1 (143 / 12) 1
      (fun r => (3 * r ^ 2 - 4 * r ^ 4 + r ^ 6) * envelope r)
      (fun r => (6 * r - 43 / 2 * r ^ 3 + 40 / 3 * r ^ 5 - 11 / 6 * r ^ 7) * envelope r) := by
  have hin : ∀ r ∈ Ioo (0 : ℝ) 1, 0 < 1 - r ^ 2 := fun r hr => by nlinarith [hr.1, hr.2]
  have hpow := fun (a : ℝ) (n : ℕ) (r : ℝ) => (hasDerivAt_pow n r).const_mul a
  constructor
  · refine ⟨by unfold envelope; fun_prop, by unfold envelope; fun_prop, fun r _ => ?_,
      fun r hr => ?_, by norm_num, by norm_num, fun r hr => ?_⟩
    · exact (hasDerivAt_mul_envelope ((hasDerivAt_id' r).fun_sub
        (hasDerivAt_pow 3 r))).congr_deriv (by ring)
    · have h0 : r ≠ 0 := hr.1.ne'
      have h1 : 1 - r ^ 2 ≠ 0 := (hin r hr).ne'
      have hp : HasDerivAt (fun x : ℝ => 1 - 29 / 6 * x ^ 2 + 11 / 6 * x ^ 4)
          (-(29 / 3) * r + 22 / 3 * r ^ 3) r :=
        (((hasDerivAt_const r (1 : ℝ)).fun_sub (hpow (29 / 6) 2 r)).fun_add
          (hpow (11 / 6) 4 r)).congr_deriv (by ring)
      refine (hasDerivAt_mul_envelope hp).congr_deriv ?_
      unfold modelPotential
      push_cast
      field_simp
      ring
    · exact mul_pos (by nlinarith [mul_pos hr.1 (hin r hr)]) (Real.exp_pos _)
  · refine ⟨by unfold envelope; fun_prop, by unfold envelope; fun_prop, fun r _ => ?_,
      fun r hr => ?_, by norm_num, by norm_num, fun r hr => ?_⟩
    · exact (hasDerivAt_mul_envelope (((hpow 3 2 r).fun_sub (hpow 4 4 r)).fun_add
        (hasDerivAt_pow 6 r))).congr_deriv (by ring)
    · have h0 : r ≠ 0 := hr.1.ne'
      have h1 : 1 - r ^ 2 ≠ 0 := (hin r hr).ne'
      have hp : HasDerivAt
          (fun x : ℝ => 6 * x - 43 / 2 * x ^ 3 + 40 / 3 * x ^ 5 - 11 / 6 * x ^ 7)
          (6 - 129 / 2 * r ^ 2 + 200 / 3 * r ^ 4 - 77 / 6 * r ^ 6) r :=
        (((((hasDerivAt_id' r).const_mul (6 : ℝ)).fun_sub (hpow (43 / 2) 3 r)).fun_add
          (hpow (40 / 3) 5 r)).fun_sub (hpow (11 / 6) 7 r)).congr_deriv (by ring)
      refine (hasDerivAt_mul_envelope hp).congr_deriv ?_
      unfold modelPotential
      push_cast
      field_simp
      ring
    · have h3 : 0 < 3 - r ^ 2 := by linarith [hin r hr]
      have h := mul_pos (mul_pos (pow_pos hr.1 2) h3) (hin r hr)
      exact mul_pos (by nlinarith [h]) (Real.exp_pos _)

end

end LocalPseudopotentialOrdering
```

```lean
#print axioms LocalPseudopotentialOrdering.nodeless_level_ordering
-- 'LocalPseudopotentialOrdering.nodeless_level_ordering' depends on axioms: [propext, Classical.choice, Quot.sound]
#print axioms LocalPseudopotentialOrdering.inverted_levels_need_nonlocality
-- 'LocalPseudopotentialOrdering.inverted_levels_need_nonlocality' depends on axioms: [propext, Classical.choice, Quot.sound]
```
